# The mean squared derivative of a real trigonometric polynomial of degree at most R lies between its variance and R² times its variance

Let $f(t)$ be the energy that a parametrised quantum circuit returns as a function of one gate angle $t$, with all other angles held fixed. The question is how steep $f$ typically is, given how much it varies over the full range of the angle. For a gate $e^{-itG}$ whose generator $G$ has integer eigenvalue differences of at most $R$, the energy is

$$f(t) = c + \sum_{k=1}^{R} (a_k\cos kt + b_k\sin kt),$$

with real $c$, $a_k$, $b_k$. Averages are taken uniformly over one period:

$$\langle g\rangle = \frac{1}{2\pi}\int_0^{2\pi} g(t)\,dt, \qquad \mathrm{Var}\,f = \big\langle (f-\langle f\rangle)^2\big\rangle .$$

This variance measures the spread of the noise-free energy over the angle. It is neither the quantum variance of the Hamiltonian in a given state nor the statistical variance of a finite number of shots.

## Two-sided bound on the mean squared slope

The derivative averages to zero, and

$$\mathrm{Var}\,f \;\le\; \langle (f')^2\rangle \;\le\; R^2\,\mathrm{Var}\,f .$$

The lower bound is attained exactly when every harmonic with $k\neq 1$ vanishes, the upper bound exactly when every harmonic with $k\neq R$ vanishes. Constant functions satisfy both conditions. For $R=1$ the two bounds coincide, so $\langle (f')^2\rangle = \mathrm{Var}\,f$.

## Slope estimates in variational eigensolvers

In a variational eigensolver, a smaller slope needs more shots to be resolved at the same variance per shot. If the energy has standard deviation $\sigma$ over one angle, the root-mean-square slope in that angle lies between $\sigma$ and $R\sigma$, for a noise-free energy with the other angles fixed. For fixed $R$, a small $\sigma$ therefore means small slopes on average. Conversely, small slopes on average mean a small $\sigma$, whatever $R$ is.

As an example, take two qubits in $|00\rangle$, rotate both by $e^{-itY/2}$ with the same angle $t$, and measure $H = h(Z_1+Z_2) + J Z_1Z_2$. Each $\langle Z\rangle$ equals $\cos t$, so

$$f(t) = 2h\cos t + J\cos^2 t = \tfrac{J}{2} + 2h\cos t + \tfrac{J}{2}\cos 2t .$$

Here $R=2$, $\mathrm{Var}\,f = 2h^2 + J^2/8$ and $\langle (f')^2\rangle = 2h^2 + J^2/2$. The coupling $J$ moves the ratio from 1 towards 4.

When the amplitudes are not known in closed form, a program can evaluate the noise-free energy at the $2R+1$ angles $t_j = 2\pi j/(2R+1)$, with $j=0,\dots,2R$, and obtain

$$a_k = \frac{2}{2R+1}\sum_{j} f(t_j)\cos kt_j,\qquad b_k = \frac{2}{2R+1}\sum_{j} f(t_j)\sin kt_j .$$

The same energies then give both the variance and the mean squared slope, through the sums derived below.

## Derivation from the Fourier amplitudes

**Average of one harmonic.** For an integer $m\neq 0$, the function $p\cos mt + q\sin mt$ has the antiderivative $(p\sin mt - q\cos mt)/m$, which takes the same value at $0$ and $2\pi$. The average is therefore zero. For $m=0$ the function is the constant $p$.

**Average of a product.** The addition theorems give

$$\begin{aligned}
&(p\cos kt+q\sin kt)(r\cos lt+s\sin lt)\\
&\quad= \tfrac12\big[(pr+qs)\cos(k-l)t + (qr-ps)\sin(k-l)t\big]\\
&\qquad+ \tfrac12\big[(pr-qs)\cos(k+l)t + (ps+qr)\sin(k+l)t\big].
\end{aligned}$$

For $k,l\ge 1$ the sum frequency is never zero, so the second bracket averages to zero. The first survives only for $k=l$, where it gives $(pr+qs)/2$.

**Variance.** Every harmonic in $f$ averages to zero, so $\langle f\rangle = c$. Squaring $f-c$ gives a double sum over $k$ and $l$, of which only the diagonal remains:

$$\mathrm{Var}\,f = \tfrac12\sum_{k=1}^R (a_k^2+b_k^2).$$

**Derivative.** Term by term,

$$f'(t) = \sum_{k=1}^R (k b_k\cos kt - k a_k\sin kt).$$

This is again a trigonometric polynomial, with zero constant term, so $\langle f'\rangle=0$. Its variance is its mean square, and the previous formula with the new amplitudes gives

$$\langle (f')^2\rangle = \tfrac12\sum_{k=1}^R k^2(a_k^2+b_k^2).$$

**Bounds.** Since $1\le k^2\le R^2$ for every $k$ in the sum, comparing terms gives both inequalities.

**Equality.** The two gaps are

$$\langle (f')^2\rangle - \mathrm{Var}\,f = \tfrac12\sum_{k=1}^R (k^2-1)(a_k^2+b_k^2),$$

$$R^2\,\mathrm{Var}\,f - \langle (f')^2\rangle = \tfrac12\sum_{k=1}^R (R^2-k^2)(a_k^2+b_k^2).$$

All terms are non-negative, so a gap closes only if each term is zero. The weight vanishes only at $k=1$ in the first sum and only at $k=R$ in the second, which forces $a_k=b_k=0$ at all other frequencies. Conversely, if those amplitudes vanish, so does the gap.

**Second derivative.** The same argument applied to $f'$ in place of $f$ gives $\langle (f')^2\rangle \le \langle (f'')^2\rangle \le R^2\langle (f')^2\rangle$, which relates the typical curvature to the typical slope.

## Lean source

```lean
import Mathlib

open Real

namespace ParameterShiftGradientVariance

noncomputable section

/-- A single harmonic `p cos(ω t) + q sin(ω t)` of frequency `ω`. -/
def wave (p q ω t : ℝ) : ℝ := p * cos (ω * t) + q * sin (ω * t)

/-- A real trigonometric polynomial of degree at most `R`: a constant `c` plus harmonics of
frequencies `1, ..., R` with cosine amplitudes `a k` and sine amplitudes `b k`. -/
def trigPoly (R : ℕ) (c : ℝ) (a b : ℕ → ℝ) (t : ℝ) : ℝ :=
  c + ∑ k ∈ Finset.Icc 1 R, wave (a k) (b k) k t

/-- The average of a function over one period `[0, 2π]`. -/
def mean (g : ℝ → ℝ) : ℝ := (∫ t in (0 : ℝ)..(2 * π), g t) / (2 * π)

/-- The variance of a function over one period: the mean squared deviation from its mean. -/
def variance (f : ℝ → ℝ) : ℝ := mean (fun t => (f t - mean f) ^ 2)

/-- A harmonic of integer frequency `m` averages to zero over one period, unless `m = 0`, when
the average is its cosine amplitude. -/
theorem mean_wave (p q : ℝ) (m : ℤ) : mean (wave p q m) = if m = 0 then p else 0 := by
  have hpi := Real.pi_ne_zero
  unfold mean wave
  split_ifs with h
  · subst h
    simp only [Int.cast_zero, zero_mul, Real.cos_zero, Real.sin_zero, mul_one, mul_zero,
      add_zero, intervalIntegral.integral_const, smul_eq_mul, sub_zero]
    field_simp
  · have hm : (m : ℝ) ≠ 0 := by exact_mod_cast h
    -- an explicit periodic antiderivative
    have hd : ∀ t ∈ Set.uIcc (0 : ℝ) (2 * π),
        HasDerivAt (fun t : ℝ => (p * sin (m * t) - q * cos (m * t)) / m)
          (p * cos (m * t) + q * sin (m * t)) t := by
      intro t _
      have h1 : HasDerivAt (fun t : ℝ => (m : ℝ) * t) m t :=
        ((hasDerivAt_id' t).const_mul (m : ℝ)).congr_deriv (mul_one _)
      have h2 := ((h1.sin.const_mul p).fun_sub (h1.cos.const_mul q)).div_const (m : ℝ)
      exact h2.congr_deriv (by rw [div_eq_iff hm]; ring)
    have hs : sin ((m : ℝ) * (2 * π)) = 0 := by
      have h3 := Real.sin_int_mul_pi (2 * m)
      push_cast at h3
      rwa [show (m : ℝ) * (2 * π) = 2 * m * π by ring]
    have hc : cos ((m : ℝ) * (2 * π)) = 1 := Real.cos_int_mul_two_pi m
    rw [intervalIntegral.integral_eq_sub_of_hasDerivAt hd
      (Continuous.intervalIntegrable (by fun_prop) _ _)]
    simp only [hs, hc, mul_zero, Real.sin_zero, Real.cos_zero, sub_self, zero_div]

/-- The average of a finite sum of continuous functions is the sum of their averages. -/
theorem mean_sum (s : Finset ℕ) (g : ℕ → ℝ → ℝ) (hg : ∀ i, Continuous (g i)) :
    mean (fun t => ∑ i ∈ s, g i t) = ∑ i ∈ s, mean (g i) := by
  unfold mean
  rw [intervalIntegral.integral_finsetSum (fun i _ => (hg i).intervalIntegrable _ _),
    Finset.sum_div]

/-- Orthogonality: harmonics of different positive integer frequencies have zero average product,
and at equal frequency the average is half the scalar product of the amplitudes. -/
theorem mean_wave_mul (p q r s : ℝ) (k l : ℕ) (hk : 1 ≤ k) :
    mean (fun t => wave p q k t * wave r s l t) = if k = l then (p * r + q * s) / 2 else 0 := by
  have hc : ∀ x y ω : ℝ, Continuous (wave x y ω) := fun x y ω => by unfold wave; fun_prop
  -- split the product into difference and sum frequencies
  have h : (fun t => wave p q k t * wave r s l t) = fun t =>
      wave ((p * r + q * s) / 2) ((q * r - p * s) / 2) (((k : ℤ) - (l : ℤ) : ℤ) : ℝ) t +
      wave ((p * r - q * s) / 2) ((p * s + q * r) / 2) (((k : ℤ) + (l : ℤ) : ℤ) : ℝ) t := by
    funext t
    simp only [wave]
    push_cast
    rw [sub_mul (k : ℝ) l t, add_mul (k : ℝ) l t, Real.cos_sub, Real.cos_add, Real.sin_sub,
      Real.sin_add]
    ring
  have hadd : ∀ f g : ℝ → ℝ, Continuous f → Continuous g →
      mean (fun t => f t + g t) = mean f + mean g := by
    intro f g hf hg
    unfold mean
    rw [intervalIntegral.integral_add (hf.intervalIntegrable _ _) (hg.intervalIntegrable _ _),
      add_div]
  have h2 : (k : ℤ) + (l : ℤ) ≠ 0 := by omega
  rw [h, hadd _ _ (hc _ _ _) (hc _ _ _), mean_wave, mean_wave, if_neg h2, add_zero]
  by_cases hkl : k = l
  · rw [if_pos hkl, if_pos (by omega)]
  · rw [if_neg hkl, if_neg (by omega)]

/-- The average of a trigonometric polynomial over one period is its constant term. -/
theorem mean_trigPoly (R : ℕ) (c : ℝ) (a b : ℕ → ℝ) : mean (trigPoly R c a b) = c := by
  have hpi := Real.pi_ne_zero
  have hs : mean (fun t => ∑ k ∈ Finset.Icc 1 R, wave (a k) (b k) k t) = 0 := by
    rw [mean_sum _ (fun k => wave (a k) (b k) k) (fun k => by unfold wave; fun_prop)]
    refine Finset.sum_eq_zero fun k hk => ?_
    have hk1 := (Finset.mem_Icc.mp hk).1
    have hk0 : (k : ℤ) ≠ 0 := by omega
    have h := mean_wave (a k) (b k) (k : ℤ)
    rw [if_neg hk0, Int.cast_natCast] at h
    exact h
  have hi : IntervalIntegrable (fun t => ∑ k ∈ Finset.Icc 1 R, wave (a k) (b k) k t)
      MeasureTheory.volume 0 (2 * π) :=
    Continuous.intervalIntegrable (by unfold wave; fun_prop) _ _
  unfold mean at hs ⊢
  unfold trigPoly
  rw [intervalIntegral.integral_add (continuous_const.intervalIntegrable _ _) hi, add_div, hs,
    intervalIntegral.integral_const, smul_eq_mul, sub_zero, add_zero]
  field_simp

/-- Parseval's identity: the variance of a trigonometric polynomial is half the sum of its squared
amplitudes at the frequencies `1, ..., R`. -/
theorem variance_trigPoly (R : ℕ) (c : ℝ) (a b : ℕ → ℝ) :
    variance (trigPoly R c a b) = (∑ k ∈ Finset.Icc 1 R, (a k ^ 2 + b k ^ 2)) / 2 := by
  have hc : ∀ x y ω : ℝ, Continuous (wave x y ω) := fun x y ω => by unfold wave; fun_prop
  unfold variance
  rw [mean_trigPoly]
  simp only [trigPoly, add_sub_cancel_left, sq, Finset.sum_mul_sum]
  rw [mean_sum _ (fun k t => ∑ l ∈ Finset.Icc 1 R, wave (a k) (b k) k t * wave (a l) (b l) l t)
    (fun k => continuous_finsetSum _ fun l _ => (hc _ _ _).mul (hc _ _ _)), Finset.sum_div]
  refine Finset.sum_congr rfl fun k hk => ?_
  rw [mean_sum _ (fun l t => wave (a k) (b k) k t * wave (a l) (b l) l t)
    (fun l => (hc _ _ _).mul (hc _ _ _))]
  -- only the diagonal term survives
  rw [Finset.sum_congr rfl (fun l _ =>
    mean_wave_mul (a k) (b k) (a l) (b l) k l (Finset.mem_Icc.mp hk).1),
    Finset.sum_ite_eq, if_pos hk]

/-- The derivative of a trigonometric polynomial is a trigonometric polynomial without constant
term, with amplitudes `k b k` and `-k a k`. -/
theorem deriv_trigPoly (R : ℕ) (c : ℝ) (a b : ℕ → ℝ) :
    deriv (trigPoly R c a b) = trigPoly R 0 (fun k => k * b k) (fun k => -(k * a k)) := by
  have hw : ∀ p q ω t : ℝ, HasDerivAt (wave p q ω) (wave (ω * q) (-(ω * p)) ω t) t := by
    intro p q ω t
    have h1 : HasDerivAt (fun t : ℝ => ω * t) ω t :=
      ((hasDerivAt_id' t).const_mul ω).congr_deriv (mul_one _)
    exact ((h1.cos.const_mul p).fun_add (h1.sin.const_mul q)).congr_deriv
      (by unfold wave; ring)
  funext t
  have h : HasDerivAt (trigPoly R c a b)
      (∑ k ∈ Finset.Icc 1 R, wave (k * b k) (-(k * a k)) k t) t :=
    (HasDerivAt.fun_sum fun k _ => hw (a k) (b k) k t).const_add c
  rw [h.deriv, trigPoly, zero_add]

/-- The mean squared derivative is half the sum of the squared amplitudes, each weighted by its
squared frequency. -/
theorem mean_deriv_sq (R : ℕ) (c : ℝ) (a b : ℕ → ℝ) :
    mean (fun t => deriv (trigPoly R c a b) t ^ 2) =
      (∑ k ∈ Finset.Icc 1 R, (k : ℝ) ^ 2 * (a k ^ 2 + b k ^ 2)) / 2 := by
  have h := variance_trigPoly R 0 (fun k => k * b k) (fun k => -(k * a k))
  unfold variance at h
  rw [mean_trigPoly] at h
  simp only [sub_zero] at h
  rw [deriv_trigPoly, h]
  congr 1
  exact Finset.sum_congr rfl fun k _ => by ring

/-- For a real trigonometric polynomial of degree at most `R`, the derivative averages to zero over
one period, and its mean square lies between the variance and `R ^ 2` times the variance. -/
theorem gradient_variance_bounds (R : ℕ) (c : ℝ) (a b : ℕ → ℝ) :
    mean (deriv (trigPoly R c a b)) = 0 ∧
    variance (trigPoly R c a b) ≤ mean (fun t => deriv (trigPoly R c a b) t ^ 2) ∧
    mean (fun t => deriv (trigPoly R c a b) t ^ 2) ≤ R ^ 2 * variance (trigPoly R c a b) := by
  refine ⟨by rw [deriv_trigPoly, mean_trigPoly], ?_, ?_⟩ <;>
    rw [variance_trigPoly, mean_deriv_sq]
  · have h : ∑ k ∈ Finset.Icc 1 R, (a k ^ 2 + b k ^ 2) ≤
        ∑ k ∈ Finset.Icc 1 R, (k : ℝ) ^ 2 * (a k ^ 2 + b k ^ 2) := by
      refine Finset.sum_le_sum fun k hk => ?_
      have hk1 : (1 : ℝ) ≤ k := by exact_mod_cast (Finset.mem_Icc.mp hk).1
      exact le_mul_of_one_le_left (by positivity) (by nlinarith)
    linarith
  · have h : ∑ k ∈ Finset.Icc 1 R, (k : ℝ) ^ 2 * (a k ^ 2 + b k ^ 2) ≤
        ∑ k ∈ Finset.Icc 1 R, (R : ℝ) ^ 2 * (a k ^ 2 + b k ^ 2) := by
      refine Finset.sum_le_sum fun k hk => ?_
      have hkR : (k : ℝ) ≤ R := by exact_mod_cast (Finset.mem_Icc.mp hk).2
      gcongr
    rw [← Finset.mul_sum] at h
    linarith

/-- The lower bound is attained exactly when all harmonics except frequency `1` vanish, and the
upper bound exactly when all harmonics except frequency `R` vanish. -/
theorem gradient_variance_eq_iff (R : ℕ) (c : ℝ) (a b : ℕ → ℝ) :
    (mean (fun t => deriv (trigPoly R c a b) t ^ 2) = variance (trigPoly R c a b) ↔
      ∀ k ∈ Finset.Icc 1 R, k ≠ 1 → a k = 0 ∧ b k = 0) ∧
    (mean (fun t => deriv (trigPoly R c a b) t ^ 2) = R ^ 2 * variance (trigPoly R c a b) ↔
      ∀ k ∈ Finset.Icc 1 R, k ≠ R → a k = 0 ∧ b k = 0) := by
  -- a vanishing sum of non-negative terms, with a weight that is zero only at frequency `e`
  have key : ∀ (w : ℕ → ℝ) (e : ℕ), (∀ k ∈ Finset.Icc 1 R, 0 ≤ w k) →
      (∀ k, w k = 0 ↔ k = e) →
      (∑ k ∈ Finset.Icc 1 R, w k * (a k ^ 2 + b k ^ 2) = 0 ↔
        ∀ k ∈ Finset.Icc 1 R, k ≠ e → a k = 0 ∧ b k = 0) := by
    intro w e hw he
    rw [Finset.sum_eq_zero_iff_of_nonneg
      (fun k hk => mul_nonneg (hw k hk) (by positivity))]
    refine forall₂_congr fun k _ => ?_
    rw [mul_eq_zero, he]
    constructor
    · rintro (h | h) hne
      · exact absurd h hne
      · have ha : a k ^ 2 = 0 := by linarith [sq_nonneg (a k), sq_nonneg (b k)]
        have hb : b k ^ 2 = 0 := by linarith [sq_nonneg (a k), sq_nonneg (b k)]
        exact ⟨pow_eq_zero_iff two_ne_zero |>.mp ha, pow_eq_zero_iff two_ne_zero |>.mp hb⟩
    · intro h
      by_cases hk : k = e
      · exact Or.inl hk
      · right
        rw [(h hk).1, (h hk).2]
        norm_num
  have hsq : ∀ k l : ℕ, (k : ℝ) ^ 2 = (l : ℝ) ^ 2 ↔ k = l := fun k l => by
    rw [sq_eq_sq₀ (Nat.cast_nonneg k) (Nat.cast_nonneg l), Nat.cast_inj]
  rw [variance_trigPoly, mean_deriv_sq]
  constructor
  · rw [← key (fun k => (k : ℝ) ^ 2 - ((1 : ℕ) : ℝ) ^ 2) 1 ?_
      (fun k => by rw [sub_eq_zero, hsq])]
    · simp only [Nat.cast_one, one_pow, sub_mul, one_mul, Finset.sum_sub_distrib]
      constructor <;> intro h <;> linarith
    · intro k hk
      have hk1 : ((1 : ℕ) : ℝ) ≤ k := by exact_mod_cast (Finset.mem_Icc.mp hk).1
      exact sub_nonneg.mpr (by gcongr)
  · rw [← key (fun k => (R : ℝ) ^ 2 - (k : ℝ) ^ 2) R ?_
      (fun k => by rw [sub_eq_zero, hsq, eq_comm])]
    · simp only [sub_mul, Finset.sum_sub_distrib, ← Finset.mul_sum]
      constructor <;> intro h <;> linarith
    · intro k hk
      have hkR : (k : ℝ) ≤ R := by exact_mod_cast (Finset.mem_Icc.mp hk).2
      exact sub_nonneg.mpr (by gcongr)

end

end ParameterShiftGradientVariance
```

```lean
#print axioms ParameterShiftGradientVariance.gradient_variance_bounds
-- 'ParameterShiftGradientVariance.gradient_variance_bounds' depends on axioms: [propext, Classical.choice, Quot.sound]
#print axioms ParameterShiftGradientVariance.gradient_variance_eq_iff
-- 'ParameterShiftGradientVariance.gradient_variance_eq_iff' depends on axioms: [propext, Classical.choice, Quot.sound]
```

## From the Lean statements to a circuit energy

`trigPoly R c a b` is the function $f$. The amplitudes are sequences `a b : ℕ → ℝ`, of which only the entries $1,\dots,R$ enter. `wave p q ω` is a single harmonic, `mean` is $\langle\cdot\rangle$, and `variance` is $\mathrm{Var}$ as defined above. The slope is Mathlib's `deriv`.

`gradient_variance_bounds` states the zero mean and the two inequalities for every natural number `R`, every real `c` and all amplitudes. `gradient_variance_eq_iff` states the two equality conditions. The word "gradient" in these names means the derivative in one angle, and despite the namespace `ParameterShiftGradientVariance` no shift formula occurs in the statements.

The lemmas follow the derivation:

- `mean_wave` integrates one harmonic with the explicit antiderivative. Its frequency is an integer because $k-l$ can be negative.
- `mean_wave_mul` rewrites the product into difference and sum frequencies and applies `mean_wave` to each.
- `mean_trigPoly` and `variance_trigPoly` give $c$ and the sum of squared amplitudes. They use `mean_sum` to exchange average and sum, and `Finset.sum_ite_eq` picks out the diagonal.
- `deriv_trigPoly` differentiates term by term through `HasDerivAt`, and `mean_deriv_sq` feeds the new amplitudes into the variance formula.
- In the bounds, `Finset.sum_le_sum` performs the comparison of terms.
- In the equality theorem, the local statement `key` treats a vanishing sum with non-negative weights `w` that are zero only at frequency `e`. It is used with $k^2-1$ and with $R^2-k^2$.

The step left to the user is that the circuit energy has the form `trigPoly` at all. This follows from the spectrum of the gate generator: for $e^{-itG}$, the frequencies in $f$ are differences of eigenvalues of $G$. A Pauli rotation $e^{-itP/2}$ gives $R=1$, and an angle shared by $n$ such rotations gives $R=n$. If a code defines the gate as $e^{-itP}$, only $k=2$ can occur besides the constant. Then $R=2$, the upper bound is attained, and the mean squared slope is four times the variance. Generators with non-integer eigenvalue differences need a rescaled angle, or have no common period.

The bounds concern averages over the whole period. They give no lower limit on the slope at a particular angle, which is zero at every minimum, and $R^2\,\mathrm{Var}\,f$ is no upper limit on $f'(t)^2$ at a single point: for $f=\cos t$ the variance is $1/2$, while $f'(t)^2$ reaches 1.
